# For differentiable V, shifting at the cutoff leaves a kink unless V′(c) = 0, and the shifted-force correction removes it

Cut a pair potential V(r) off at r = c and subtract V(c), and the energy is continuous, but the force generally is not. A pair that leaves the cutoff sphere feels its force drop from about −V′(c) to zero at once. Error estimates for a Verlet step that assume a smooth force are then no longer guaranteed for a step across r = c. The problems below find when the shifted potential has a kink at r = c and which linear correction removes it, for a single pair potential as a function of the scalar distance r.

```lean
import Mathlib

open Set Filter Topology

namespace ShiftedForceCutoff

noncomputable section
```

For a function f and a cutoff c, let T be f truncated at c:

T(r) = f(r) for r ≤ c, T(r) = 0 for r > c.

The point r = c belongs to the inner side.

```lean
/-- The function `f` kept up to the cutoff `c` and set to zero beyond it. -/
def truncate (f : ℝ → ℝ) (c : ℝ) : ℝ → ℝ := fun r => if r ≤ c then f r else 0
```

The shifted potential truncates f(r) = V(r) − V(c).

```lean
/-- The truncated and shifted pair potential: `V r - V c` up to the cutoff, zero beyond. -/
def shiftedPotential (V : ℝ → ℝ) (c : ℝ) : ℝ → ℝ :=
  truncate (fun r => V r - V c) c
```

The shifted-force potential also subtracts a linear term:

f(r) = V(r) − V(c) − (r − c)V′(c).

In Lean, V′(c) is `deriv V c`. For c > 0 the differentiability hypotheses in the theorems below make this a true derivative. The theorem in (e) also allows c ≤ 0, but then every r > 0 lies beyond the cutoff and V′(c) plays no part.

```lean
/-- The shifted-force pair potential: `V r - V c - (r - c) V'(c)` up to the cutoff,
zero beyond. -/
def shiftedForcePotential (V : ℝ → ℝ) (c : ℝ) : ℝ → ℝ :=
  truncate (fun r => V r - V c - (r - c) * deriv V c) c
```

The example is the Lennard-Jones potential with well depth ε and diameter σ.

```lean
/-- The Lennard-Jones potential with well depth `ε` and diameter `σ`. -/
def lennardJones (ε σ : ℝ) : ℝ → ℝ := fun r => 4 * ε * ((σ / r) ^ 12 - (σ / r) ^ 6)
```

## (a) The slope from inside

Let f have derivative d at c. Find the left slope of T at c.

For r < c both T(r) and T(c) are values of f, so

(T(r) − T(c))/(r − c) = (f(r) − f(c))/(r − c) → d.

`HasDerivWithinAt` on `Iic c`, the half-line r ≤ c, expresses this left slope. The proof replaces T by f there.

```lean
/-- Seen from inside the cutoff, a truncated function has the slope of the original one. -/
theorem truncate_left_slope {f : ℝ → ℝ} {c d : ℝ} (hf : HasDerivAt f d c) :
    HasDerivWithinAt (truncate f c) d (Iic c) c :=
  hf.hasDerivWithinAt.congr (fun _ hx => if_pos (mem_Iic.1 hx)) (if_pos le_rfl)
```

## (b) The slope from outside

Let f(c) = 0. Find the right slope of T at c.

Now T(c) = 0, and T(r) = 0 for r > c, so every difference quotient from the right is zero. In Lean, `key` records that T vanishes on the whole half-line `Ici c`, that is, r ≥ c.

```lean
/-- Seen from outside the cutoff, a truncated function that vanishes at the cutoff has
slope zero. -/
theorem truncate_right_slope {f : ℝ → ℝ} {c : ℝ} (h0 : f c = 0) :
    HasDerivWithinAt (truncate f c) 0 (Ici c) c := by
  have key : ∀ x ∈ Ici c, truncate f c x = 0 := by
    intro x hx
    by_cases h : x ≤ c
    · have hxc : x = c := le_antisymm h (mem_Ici.1 hx)
      simp [truncate, hxc, h0]
    · simp [truncate, h]
  exact (hasDerivWithinAt_const c (Ici c) (0 : ℝ)).congr key (key c (mem_Ici.2 le_rfl))
```

## (c) Joining the two sides

Let f(c) = 0 and f′(c) = 0. Show that T′(c) = 0.

By (a) and (b) both one-sided slopes are zero, so the two-sided derivative exists and is zero. `union` joins the one-sided statements, and the two half-lines together make up the real line.

```lean
/-- If a function and its slope both vanish at the cutoff, the truncated function has
derivative zero there. -/
theorem truncate_hasDerivAt_cutoff {f : ℝ → ℝ} {c : ℝ} (h0 : f c = 0)
    (hf : HasDerivAt f 0 c) : HasDerivAt (truncate f c) 0 c := by
  have h := (truncate_left_slope hf).union (truncate_right_slope h0)
  rwa [Iic_union_Ici, hasDerivWithinAt_univ] at h
```

## (d) The exact condition at the cutoff

Let f have derivative d at c. Show that T is differentiable at c if and only if f(c) = 0 and d = 0.

If T is differentiable at c, it is continuous there. Its limit from the right is 0 and its value is f(c), so f(c) = 0. The left slope d and the right slope 0 must then both equal T′(c), so d = 0. The converse is (c).

The proof turns on `UniqueDiffWithinAt.eq_deriv`. A derivative within a set need not be unique: at an isolated point, any number qualifies. A half-line contains points arbitrarily close to its endpoint, which fixes the slope. The lemma therefore identifies each one-sided slope with the ordinary derivative, giving `hl` and `hr`.

```lean
/-- A truncated function is differentiable at the cutoff exactly when the original function
and its slope both vanish there. -/
theorem truncate_differentiableAt_iff {f : ℝ → ℝ} {c d : ℝ} (hf : HasDerivAt f d c) :
    DifferentiableAt ℝ (truncate f c) c ↔ f c = 0 ∧ d = 0 := by
  constructor
  · intro h
    -- continuity forces the value at the cutoff to be the outer value, zero
    have h0 : f c = 0 := by
      have h1 : Tendsto (truncate f c) (𝓝[>] c) (𝓝 (truncate f c c)) :=
        h.continuousAt.tendsto.mono_left nhdsWithin_le_nhds
      have h2 : Tendsto (truncate f c) (𝓝[>] c) (𝓝 0) := by
        refine tendsto_const_nhds.congr' ?_
        filter_upwards [self_mem_nhdsWithin] with x hx
        exact (if_neg (not_le_of_gt (mem_Ioi.1 hx))).symm
      have h3 := tendsto_nhds_unique h1 h2
      simpa [truncate] using h3
    -- the two one-sided slopes must agree with the derivative
    have hl : d = deriv (truncate f c) c :=
      UniqueDiffWithinAt.eq_deriv _ (uniqueDiffOn_Iic c c (mem_Iic.2 le_rfl))
        (truncate_left_slope hf) h.hasDerivAt.hasDerivWithinAt
    have hr : 0 = deriv (truncate f c) c :=
      UniqueDiffWithinAt.eq_deriv _ (uniqueDiffOn_Ici c c (mem_Ici.2 le_rfl))
        (truncate_right_slope h0) h.hasDerivAt.hasDerivWithinAt
    exact ⟨h0, hl.trans hr.symm⟩
  · rintro ⟨h0, rfl⟩
    exact (truncate_hasDerivAt_cutoff h0 hf).differentiableAt
```

## (e) The derivative of the shifted-force potential

Let V be differentiable at every r > 0. Differentiate the shifted-force potential at any r > 0.

The untruncated expression has derivative

f′(r) = V′(r) − V′(c).

For r < c the potential agrees with f near r, so this is its derivative. For r > c it is zero near r, so its derivative is zero. At r = c both f(c) and f′(c) vanish, and (c) gives zero. Lean splits the same three cases with `lt_trichotomy`.

The derivative is thus V′(r) − V′(c), itself truncated at c. It is continuous at the cutoff if V′ is; differentiability of V alone does not ensure that.

```lean
/-- The derivative of the shifted-force potential at any `r > 0` is `V'(r) - V'(c)` up to
the cutoff and zero beyond. -/
theorem shiftedForcePotential_hasDerivAt {V : ℝ → ℝ} {c r : ℝ}
    (hV : ∀ s, 0 < s → DifferentiableAt ℝ V s) (hr : 0 < r) :
    HasDerivAt (shiftedForcePotential V c)
      (truncate (fun s => deriv V s - deriv V c) c r) r := by
  have hf : HasDerivAt (fun s => V s - V c - (s - c) * deriv V c)
      (deriv V r - deriv V c) r :=
    (((hV r hr).hasDerivAt.sub_const (V c)).fun_sub
      (((hasDerivAt_id' r).sub_const c).mul_const (deriv V c))).congr_deriv (by ring)
  rcases lt_trichotomy r c with h | h | h
  · -- inside the cutoff
    have hv : truncate (fun s => deriv V s - deriv V c) c r = deriv V r - deriv V c :=
      if_pos h.le
    rw [hv]
    refine hf.congr_of_eventuallyEq ?_
    filter_upwards [Iio_mem_nhds h] with s hs
    exact if_pos (mem_Iio.1 hs).le
  · -- at the cutoff both value and slope vanish
    subst h
    have hv : truncate (fun s => deriv V s - deriv V r) r r = 0 := by simp [truncate]
    rw [hv]
    exact truncate_hasDerivAt_cutoff (by simp) (hf.congr_deriv (sub_self _))
  · -- beyond the cutoff
    have hv : truncate (fun s => deriv V s - deriv V c) c r = 0 :=
      if_neg (not_le_of_gt h)
    rw [hv]
    refine (hasDerivAt_const r (0 : ℝ)).congr_of_eventuallyEq ?_
    filter_upwards [Ioi_mem_nhds h] with s hs
    exact if_neg (not_le_of_gt (mem_Ioi.1 hs))
```

## (f) Shifted against shifted-force

Let c > 0 and let V be differentiable on r > 0. Show that the shifted potential is differentiable at c exactly when V′(c) = 0, and that the shifted-force potential is differentiable at every r > 0.

For the shifted potential, f(r) = V(r) − V(c) has f(c) = 0 and f′(c) = V′(c). By (d), only the condition V′(c) = 0 remains. The second claim follows from (e).

```lean
/-- For a pair potential differentiable on `r > 0`, the truncated and shifted potential is
differentiable at the cutoff exactly when `V'(c) = 0`, while the shifted-force potential is
differentiable at every `r > 0`. -/
theorem shifted_and_shiftedForce_differentiability {V : ℝ → ℝ} {c : ℝ} (hc : 0 < c)
    (hV : ∀ r, 0 < r → DifferentiableAt ℝ V r) :
    (DifferentiableAt ℝ (shiftedPotential V c) c ↔ deriv V c = 0) ∧
      ∀ r, 0 < r → DifferentiableAt ℝ (shiftedForcePotential V c) r := by
  refine ⟨?_, fun r hr => (shiftedForcePotential_hasDerivAt hV hr).differentiableAt⟩
  have hf : HasDerivAt (fun s => V s - V c) (deriv V c) c :=
    (hV c hc).hasDerivAt.sub_const (V c)
  exact (truncate_differentiableAt_iff hf).trans (by simp)
```

## (g) Only one linear correction works

Let V be differentiable at c, and subtract a + (r − c)b inside the cutoff, with constants a and b. Which choices make the result differentiable at c?

Here

f(c) = V(c) − a, f′(c) = V′(c) − b.

By (d) both must vanish, so a = V(c) and b = V′(c). Lean solves these two equations with `linarith`.

```lean
/-- Among all linear corrections `a + (r - c) b` subtracted inside the cutoff, only
`a = V(c)`, `b = V'(c)` makes the truncated potential differentiable at the cutoff. -/
theorem linear_correction_unique {V : ℝ → ℝ} {c : ℝ} (hV : DifferentiableAt ℝ V c)
    (a b : ℝ) :
    DifferentiableAt ℝ (truncate (fun r => V r - a - (r - c) * b) c) c ↔
      a = V c ∧ b = deriv V c := by
  have hf : HasDerivAt (fun r => V r - a - (r - c) * b) (deriv V c - b) c :=
    ((hV.hasDerivAt.sub_const a).fun_sub
      (((hasDerivAt_id' c).sub_const c).mul_const b)).congr_deriv (by ring)
  rw [truncate_differentiableAt_iff hf]
  constructor
  · rintro ⟨h1, h2⟩
    constructor <;> linarith
  · rintro ⟨h1, h2⟩
    constructor <;> simp [h1, h2]
```

## (h) The kink that remains in the force

Keep the assumptions of (f), and let V′ be differentiable at c. When is the derivative of the shifted-force potential differentiable at c?

By (e), this derivative is the truncation of V′(r) − V′(c), which vanishes at c and has slope V″(c) there. By (d), the condition is V″(c) = 0. Since (e) holds only for r > 0, Lean uses the equality in a neighbourhood of c, written `=ᶠ[𝓝 c]`.

```lean
/-- If `V'` is differentiable at the cutoff, the derivative of the shifted-force potential is
differentiable there exactly when `V''(c) = 0`. -/
theorem shiftedForce_second_order {V : ℝ → ℝ} {c : ℝ} (hc : 0 < c)
    (hV : ∀ r, 0 < r → DifferentiableAt ℝ V r) (hV' : DifferentiableAt ℝ (deriv V) c) :
    DifferentiableAt ℝ (deriv (shiftedForcePotential V c)) c ↔ deriv (deriv V) c = 0 := by
  -- near the cutoff the derivative is itself a truncated function
  have h : deriv (shiftedForcePotential V c) =ᶠ[𝓝 c]
      truncate (fun s => deriv V s - deriv V c) c := by
    filter_upwards [Ioi_mem_nhds hc] with r hr
    exact (shiftedForcePotential_hasDerivAt hV (mem_Ioi.1 hr)).deriv
  have hf : HasDerivAt (fun s => deriv V s - deriv V c) (deriv (deriv V) c) c :=
    hV'.hasDerivAt.sub_const (deriv V c)
  rw [h.differentiableAt_iff]
  exact (truncate_differentiableAt_iff hf).trans (by simp)
```

## (i) The Lennard-Jones slope

Differentiate V(r) = 4ε((σ/r)¹² − (σ/r)⁶) at r ≠ 0.

V′(r) = 4ε(−12σ¹²/r¹³ + 6σ⁶/r⁷)
= 24εσ⁶(r⁶ − 2σ⁶)/r¹³.

Lean differentiates σ/r first, then its powers; `field_simp` and `ring` bring the result to this form.

```lean
/-- The derivative of the Lennard-Jones potential at nonzero separation. -/
theorem lennardJones_hasDerivAt (ε σ : ℝ) {r : ℝ} (hr : r ≠ 0) :
    HasDerivAt (lennardJones ε σ)
      (24 * ε * σ ^ 6 * (r ^ 6 - 2 * σ ^ 6) / r ^ 13) r := by
  have h : HasDerivAt (fun s : ℝ => σ / s) (-σ / r ^ 2) r :=
    ((hasDerivAt_const r σ).fun_div (hasDerivAt_id' r) hr).congr_deriv (by ring)
  refine (((h.fun_pow 12).fun_sub (h.fun_pow 6)).const_mul (4 * ε)).congr_deriv ?_
  simp only [Nat.reduceSub, Nat.cast_ofNat]
  field_simp
  ring
```

## (j) The Lennard-Jones cutoff without a kink

Let ε ≠ 0, σ ≠ 0 and c > 0. At which cutoffs is the shifted Lennard-Jones potential differentiable?

By (f) the condition is V′(c) = 0. In (i) every factor except c⁶ − 2σ⁶ is nonzero at r = c, so

c⁶ = 2σ⁶.

For positive ε and σ this is c = 2^(1/6)σ, the minimum of the well. It is the limiting case in which only the repulsive branch survives: the Weeks–Chandler–Andersen potential. There V′(c) = 0, so the shifted and shifted-force potentials coincide.

```lean
/-- The truncated and shifted Lennard-Jones potential is differentiable at its cutoff
exactly when `c ^ 6 = 2 σ ^ 6`. -/
theorem lennardJones_shifted_differentiableAt_iff {ε σ c : ℝ} (hε : ε ≠ 0) (hσ : σ ≠ 0)
    (hc : 0 < c) :
    DifferentiableAt ℝ (shiftedPotential (lennardJones ε σ) c) c ↔ c ^ 6 = 2 * σ ^ 6 := by
  rw [(shifted_and_shiftedForce_differentiability hc
    (fun r hr => (lennardJones_hasDerivAt ε σ hr.ne').differentiableAt)).1,
    (lennardJones_hasDerivAt ε σ hc.ne').deriv]
  simp [div_eq_zero_iff, hε, hσ, hc.ne', sub_eq_zero]

end

end ShiftedForceCutoff
```

```lean
#print axioms ShiftedForceCutoff.shifted_and_shiftedForce_differentiability
-- 'ShiftedForceCutoff.shifted_and_shiftedForce_differentiability' depends on axioms: [propext, Classical.choice, Quot.sound]
#print axioms ShiftedForceCutoff.linear_correction_unique
-- 'ShiftedForceCutoff.linear_correction_unique' depends on axioms: [propext, Classical.choice, Quot.sound]
#print axioms ShiftedForceCutoff.shiftedForce_second_order
-- 'ShiftedForceCutoff.shiftedForce_second_order' depends on axioms: [propext, Classical.choice, Quot.sound]
#print axioms ShiftedForceCutoff.lennardJones_shifted_differentiableAt_iff
-- 'ShiftedForceCutoff.lennardJones_shifted_differentiableAt_iff' depends on axioms: [propext, Classical.choice, Quot.sound]
```
